# A density matrix ∑ₖ wₖ aₖaₖ† with finitely many terms and real weights has a largest eigenvalue in any non-zero finite dimension

The density matrix here is a finite sum of outer products `aₖ aₖ†` of complex vectors, each multiplied by a real weight `wₖ`. The vectors need not be normalised or orthogonal, and the weights may have either sign. The lemma states that, when the space has finite dimension at least one, the set of real numbers μ with `M v = μ v` for some non-zero `v` has a greatest element. The attempt gets one such μ from the fact that the matrix is Hermitian, and shows that there are only finitely many because each is a root of the characteristic polynomial. A non-empty finite set of real numbers has a maximum.

As first written in Lean, the proof fails:

```lean
import Mathlib

open Matrix
open scoped ComplexOrder

namespace InSphereDensityMatrix

noncomputable section

variable {n K : Type*} [Fintype n] [DecidableEq n] [Fintype K]

/-- The in-sphere density matrix `∑ₖ wₖ aₖ aₖ†`. -/
def densityMatrix (w : K → ℝ) (a : K → n → ℂ) : Matrix n n ℂ :=
  ∑ k, (w k : ℂ) • vecMulVec (a k) (star (a k))

/-- The set of real eigenvalues of a matrix. -/
def realEigenvalues (M : Matrix n n ℂ) : Set ℝ :=
  {μ | ∃ v : n → ℂ, v ≠ 0 ∧ M *ᵥ v = (μ : ℂ) • v}

omit [Fintype n] [DecidableEq n] in
/-- The in-sphere density matrix is Hermitian. -/
theorem densityMatrix_isHermitian (w : K → ℝ) (a : K → n → ℂ) :
    (densityMatrix w a).IsHermitian := by
  ext i j
  simp only [densityMatrix, conjTranspose_apply, Matrix.sum_apply, Matrix.smul_apply,
    vecMulVec_apply, Pi.star_apply, smul_eq_mul, star_sum, star_mul', star_star]
  refine Finset.sum_congr rfl fun k _ => ?_
  have hw : star (w k : ℂ) = (w k : ℂ) := Complex.conj_ofReal _
  rw [hw]
  ring

/-- Each entry of the spectral list of a Hermitian matrix has an eigenvector. -/
theorem eigenvalues_mem {M : Matrix n n ℂ} (hM : M.IsHermitian) (i : n) :
    hM.eigenvalues i ∈ realEigenvalues M := by
  refine ⟨(hM.eigenvectorBasis i).ofLp, fun h => ?_, ?_⟩
  · apply hM.eigenvectorBasis.orthonormal.ne_zero i
    ext j
    exact congrFun h j
  · have hv : M *ᵥ (hM.eigenvectorBasis i).ofLp
        = hM.eigenvalues i • (hM.eigenvectorBasis i).ofLp := hM.mulVec_eigenvectorBasis i
    rw [hv]
    ext j
    simp only [Pi.smul_apply, Complex.real_smul, smul_eq_mul]

/-- In dimension at least one the density matrix has a largest eigenvalue. -/
theorem exists_largest_eigenvalue [Nonempty n] (w : K → ℝ) (a : K → n → ℂ) :
    ∃ lam, IsGreatest (realEigenvalues (densityMatrix w a)) lam := by
  set M := densityMatrix w a with hMdef
  have hM : M.IsHermitian := densityMatrix_isHermitian w a
  -- eigenvalues are roots of the characteristic polynomial, hence finitely many
  have hroots : {z : ℂ | M.charpoly.IsRoot z}.Finite :=
    Polynomial.finite_setOf_isRoot M.charpoly_monic.ne_zero
  have hfin : (realEigenvalues M).Finite := by
    refine (hroots.preimage Complex.ofReal_injective.injOn).subset ?_
    rintro μ ⟨v, hv0, hv⟩
    change M.charpoly.eval (μ : ℂ) = 0
    rw [Matrix.eval_charpoly]
    refine Matrix.exists_mulVec_eq_zero_iff.mp ⟨v, hv0, ?_⟩
    rw [Matrix.sub_mulVec, hv, ← Matrix.smul_one_eq_diagonal_aux]
    simp
  obtain ⟨lam, h1, h2⟩ := Set.exists_max_image _ id hfin
    ⟨_, eigenvalues_mem hM (Classical.arbitrary n)⟩
  exact ⟨lam, h1, fun μ hμ => h2 μ hμ⟩

end

end InSphereDensityMatrix
```

The compiler's answer:

```
Main.lean:52:4: warning: `Polynomial.finite_setOf_isRoot` has been deprecated: Use `Polynomial.finite_setOfPred_isRoot` instead
Main.lean:59:33: error(lean.unknownIdentifier): Unknown constant `Matrix.smul_one_eq_diagonal_aux`
```

This version goes through:

```diff
@@ -50,5 +50,5 @@
   -- eigenvalues are roots of the characteristic polynomial, hence finitely many
   have hroots : {z : ℂ | M.charpoly.IsRoot z}.Finite :=
-    Polynomial.finite_setOf_isRoot M.charpoly_monic.ne_zero
+    Polynomial.finite_setOfPred_isRoot M.charpoly_monic.ne_zero
   have hfin : (realEigenvalues M).Finite := by
     refine (hroots.preimage Complex.ofReal_injective.injOn).subset ?_
@@ -57,6 +57,8 @@
     rw [Matrix.eval_charpoly]
     refine Matrix.exists_mulVec_eq_zero_iff.mp ⟨v, hv0, ?_⟩
-    rw [Matrix.sub_mulVec, hv, ← Matrix.smul_one_eq_diagonal_aux]
-    simp
+    have hsc : Matrix.scalar n (μ : ℂ) *ᵥ v = (μ : ℂ) • v := by
+      ext i
+      rw [Matrix.scalar_apply, Matrix.mulVec_diagonal, Pi.smul_apply, smul_eq_mul]
+    rw [Matrix.sub_mulVec, hv, hsc, sub_self]
   obtain ⟨lam, h1, h2⟩ := Set.exists_max_image _ id hfin
     ⟨_, eigenvalues_mem hM (Classical.arbitrary n)⟩
```

Cause. The error says that no constant named `Matrix.smul_one_eq_diagonal_aux` exists, so the `rw` that cites it fails. By then `Matrix.sub_mulVec` and `hv` have reduced the goal to `Matrix.scalar n (μ : ℂ) *ᵥ v - (μ : ℂ) • v = 0`. What is missing is the fact that the scalar matrix multiplies `v` by μ.

The repair proves this fact as `hsc`, entry by entry: `Matrix.scalar_apply` writes the scalar matrix as a diagonal one, `Matrix.mulVec_diagonal` computes its action on `v`, and `Pi.smul_apply` with `smul_eq_mul` brings the right-hand side to the same product. Rewriting with `hsc` makes the two terms of the difference equal, and `sub_self` finishes the goal, so the closing `simp` is no longer needed.

The warning is a separate matter: `Polynomial.finite_setOf_isRoot` is deprecated but still works. Replacing it with `Polynomial.finite_setOfPred_isRoot` is mere tidying.
